# The doubles energy ⟨Φ, V T Φ⟩ = ¼ Σ v_ijcd t_cdij for a pair-antisymmetric interaction

## Fock space, operators and the determinant

The spin orbitals form a finite set `ι` with a fixed linear order. They are taken to be orthonormal, which is the physical content of the Kronecker delta in the anticommutation relations below.

```lean
import Mathlib

open Matrix

namespace WickDoublesEnergy

noncomputable section

variable {ι : Type*} [Fintype ι] [LinearOrder ι]
```

A basis state |S⟩ of Fock space is labelled by its set S of occupied orbitals, so all particle numbers are included. An operator M is a complex matrix with entries M(S, R) = ⟨S, M R⟩, where the row label is the outgoing state.

```lean
/-- Operators on the Fock space whose basis states are the sets of occupied spin orbitals. -/
abbrev Op (ι : Type*) := Matrix (Finset ι) (Finset ι) ℂ
```

The Kronecker delta δ_pq is complex-valued, because it multiplies amplitudes.

```lean
/-- The Kronecker delta of two orbitals, as a complex number. -/
def delta (p q : ι) : ℂ := if p = q then 1 else 0
```

Moving an operator of orbital p past the occupied orbitals that precede it gives the sign

σ_p(S) = ∏_{q ∈ S} (−1 if q < p, otherwise 1).

```lean
/-- The fermionic sign: one factor -1 for each occupied orbital that precedes `p`. -/
def sgn (p : ι) (S : Finset ι) : ℂ := ∏ q ∈ S, if q < p then -1 else 1
```

The annihilator a_p removes p from a state that contains it. For p ∉ S,

a_p |S ∪ {p}⟩ = σ_p(S) |S⟩,

and a_p gives zero on states without p.

```lean
/-- The annihilation operator of orbital `p`. -/
def ann (p : ι) : Op ι :=
  Matrix.of fun S T => if p ∉ S ∧ T = insert p S then sgn p S else 0
```

The creator a_p† is the conjugate transpose of this matrix.

```lean
/-- The creation operator of orbital `p`, the adjoint of the annihilation operator. -/
def cre (p : ι) : Op ι := (ann p)ᴴ
```

The reference Φ is the basis vector of the occupied set O, and therefore has norm 1. Orbitals in O are called occupied, the others virtual.

```lean
/-- The determinant in which exactly the orbitals of `O` are occupied. -/
def slater (O : Finset ι) : Finset ι → ℂ := fun S => if S = O then 1 else 0
```

The number computed is the inner product ⟨Φ, M Φ⟩, with complex conjugation on the left vector.

```lean
/-- The expectation value ⟨Φ, M Φ⟩ in the determinant Φ with occupied set `O`. -/
def expect (O : Finset ι) (M : Op ι) : ℂ := star (slater O) ⬝ᵥ (M *ᵥ slater O)
```

The interaction is

V = ¼ Σ_pqrs v_pqrs a_p† a_q† a_s a_r,

with the annihilators in the order s, r. For electrons, v_pqrs is the antisymmetrised two-electron integral ⟨pq|rs⟩ − ⟨pq|sr⟩. The definition accepts any complex array; antisymmetry enters later as a hypothesis.

```lean
/-- The two-body interaction V = ¼ Σ v_pqrs a_p† a_q† a_s a_r. -/
def twoBody (v : ι → ι → ι → ι → ℂ) : Op ι :=
  (1 / 4 : ℂ) • ∑ p, ∑ q, ∑ r, ∑ s, v p q r s • (cre p * cre q * ann s * ann r)
```

The doubles operator has i, j in O and c, d outside O:

T = ¼ Σ_cdij t_cdij a_c† a_d† a_j a_i.

The sums are unrestricted within these ranges, and no symmetry of t is required.

```lean
/-- The doubles operator T = ¼ Σ t_cdij a_c† a_d† a_j a_i, with `i`, `j` occupied and
`c`, `d` virtual. -/
def doubles (O : Finset ι) (t : ι → ι → ι → ι → ℂ) : Op ι :=
  (1 / 4 : ℂ) • ∑ c ∈ Oᶜ, ∑ d ∈ Oᶜ, ∑ i ∈ O, ∑ j ∈ O,
    t c d i j • (cre c * cre d * ann j * ann i)
```

## Anticommutation relations from the signs

Each factor of σ_p(S) is 1 or −1, so the product is too. Hence σ_p(S) is real and its square is 1.

```lean
omit [Fintype ι] in
/-- The fermionic sign is 1 or -1. -/
theorem sgn_cases (p : ι) (S : Finset ι) : sgn p S = 1 ∨ sgn p S = -1 := by
  unfold sgn
  refine Finset.prod_induction _ (fun z : ℂ => z = 1 ∨ z = -1) ?_ (Or.inl rfl) ?_
  · rintro a b (rfl | rfl) (rfl | rfl) <;> simp
  · intro q _
    split_ifs <;> simp
```

Row S of a product a_p M follows from the action of a_p:

(a_p M)(S, R) = σ_p(S) M(S ∪ {p}, R) if p ∉ S, and 0 if p ∈ S.

```lean
/-- Matrix elements of a product that begins with an annihilation operator. -/
theorem ann_mul_apply (p : ι) (M : Op ι) (S T : Finset ι) :
    (ann p * M) S T = if p ∈ S then 0 else sgn p S * M (insert p S) T := by
  by_cases h : p ∈ S <;> simp [ann, Matrix.mul_apply, h]
```

For a creator, the orbital must be present in the outgoing state:

(a_p† M)(S, R) = σ_p(S∖{p}) M(S∖{p}, R) if p ∈ S, and 0 if p ∉ S.

The proof rewrites the condition "p ∉ R and S = R ∪ {p}" as "p ∈ S and R = S∖{p}".

```lean
/-- Matrix elements of a product that begins with a creation operator. -/
theorem cre_mul_apply (p : ι) (M : Op ι) (S T : Finset ι) :
    (cre p * M) S T = if p ∈ S then sgn p (S.erase p) * M (S.erase p) T else 0 := by
  have key : ∀ R, cre p S R = if p ∈ S ∧ R = S.erase p then sgn p (S.erase p) else 0 := by
    intro R
    have e : (p ∉ R ∧ S = insert p R) ↔ (p ∈ S ∧ R = S.erase p) := by
      constructor
      · rintro ⟨h, rfl⟩
        exact ⟨Finset.mem_insert_self _ _, (Finset.erase_insert h).symm⟩
      · rintro ⟨h, rfl⟩
        exact ⟨Finset.notMem_erase _ _, (Finset.insert_erase h).symm⟩
    simp only [cre, ann, Matrix.conjTranspose_apply, Matrix.of_apply, e]
    by_cases h : p ∈ S ∧ R = S.erase p
    · rw [if_pos h, if_pos h, ← h.2]
      rcases sgn_cases p R with g | g <;> simp [g]
    · rw [if_neg h, if_neg h, star_zero]
  by_cases h : p ∈ S <;> simp [Matrix.mul_apply, key, h]
```

Take p ≠ q, both absent from S. The two orders of removal carry the signs

σ_p(S) σ_q(S ∪ {p}) and σ_q(S) σ_p(S ∪ {q}).

Adding p to S changes σ_q exactly when p < q, and adding q changes σ_p exactly when q < p. One of these holds, so the two signs are opposite and a_p a_q + a_q a_p = 0. If p = q, or if either orbital is already in S, both terms vanish. The adjoint gives the relation for creators.

```lean
/-- Two annihilation operators anticommute, and so do two creation operators. -/
theorem anticomm (p q : ι) :
    ann p * ann q + ann q * ann p = 0 ∧ cre p * cre q + cre q * cre p = 0 := by
  have main : ∀ p q : ι, ann p * ann q + ann q * ann p = 0 := by
    intro p q
    have h : ∀ M : Op ι, ann p * (ann q * M) + ann q * (ann p * M) = 0 := by
      intro M
      ext S T
      simp only [Matrix.add_apply, ann_mul_apply, Matrix.zero_apply]
      by_cases hp : p ∈ S
      · simp [hp]
      by_cases hq : q ∈ S
      · simp [hq]
      by_cases hpq : p = q
      · subst hpq
        simp
      -- the two orders of removal differ by one transposition sign
      have h1 : sgn q (insert p S) = (if p < q then -1 else 1) * sgn q S :=
        Finset.prod_insert hp
      have h2 : sgn p (insert q S) = (if q < p then -1 else 1) * sgn p S :=
        Finset.prod_insert hq
      rw [Finset.insert_comm p q S, h1, h2]
      simp only [Finset.mem_insert, hp, hq, hpq, Ne.symm hpq, or_self, if_false]
      rcases lt_or_gt_of_ne hpq with h | h <;>
        simp only [h, lt_asymm h, if_true, if_false] <;> ring
    simpa only [mul_one] using h 1
  refine ⟨main p q, ?_⟩
  have h := congrArg Matrix.conjTranspose (main q p)
  simpa only [cre, Matrix.conjTranspose_add, Matrix.conjTranspose_mul,
    Matrix.conjTranspose_zero] using h
```

The mixed relation is

a_p a_q† + a_q† a_p = δ_pq.

For p = q, exactly one term acts on each basis state, with sign σ² = 1. For p ≠ q, only rows with p ∉ S and q ∈ S matter. With R = S∖{q}, the two signs are

σ_p(R ∪ {q}) σ_q(R ∪ {p}) = −σ_p(R) σ_q(R) and σ_q(R) σ_p(R),

which cancel.

```lean
/-- The anticommutator of an annihilation and a creation operator is the Kronecker delta. -/
theorem ann_cre (p q : ι) : ann p * cre q + cre q * ann p = delta p q • (1 : Op ι) := by
  have h : ∀ M : Op ι, ann p * (cre q * M) + cre q * (ann p * M) = delta p q • M := by
    intro M
    by_cases hpq : p = q
    · subst hpq
      rw [delta, if_pos rfl, one_smul]
      ext S T
      simp only [Matrix.add_apply, ann_mul_apply, cre_mul_apply]
      by_cases hp : p ∈ S
      · rcases sgn_cases p (S.erase p) with g | g <;> simp [hp, g, Finset.insert_erase hp]
      · rcases sgn_cases p S with g | g <;> simp [hp, g]
    · rw [delta, if_neg hpq, zero_smul]
      ext S T
      simp only [Matrix.add_apply, ann_mul_apply, cre_mul_apply, Matrix.zero_apply]
      rw [Finset.erase_insert_of_ne hpq]
      by_cases hp : p ∈ S
      · simp [hp, hpq]
      by_cases hq : q ∈ S
      swap
      · simp [hq, Ne.symm hpq]
      have hp' : p ∉ S.erase q := fun h => hp (Finset.mem_of_mem_erase h)
      have h1 : sgn p (insert q (S.erase q)) = (if q < p then -1 else 1) * sgn p (S.erase q) :=
        Finset.prod_insert (Finset.notMem_erase q S)
      have h2 : sgn q (insert p (S.erase q)) = (if p < q then -1 else 1) * sgn q (S.erase q) :=
        Finset.prod_insert hp'
      rw [Finset.insert_erase hq] at h1
      simp only [h1, h2, hp, hq, hp', Finset.mem_insert, or_true, if_true, if_false]
      rcases lt_or_gt_of_ne hpq with h | h <;>
        simp only [h, lt_asymm h, if_true, if_false] <;> ring
  simpa only [mul_one] using h 1
```

## Four full contractions

Since Φ is a basis vector, ⟨Φ, M Φ⟩ = M(O, O).

```lean
/-- The expectation value in a determinant is the corresponding diagonal matrix element. -/
theorem expect_eq (O : Finset ι) (M : Op ι) : expect O M = M O O := by
  have hs : star (slater O) = slater O := by
    funext S
    by_cases h : S = O <;> simp [slater, h]
  rw [expect, hs]
  simp [slater, dotProduct, Matrix.mulVec]
```

Row O of a product vanishes if its leftmost factor creates a virtual orbital or annihilates an occupied one. Anticommuting the middle of the eight-operator string gives

a_s a_r a_c† a_d† = δ_rc δ_sd − δ_rd δ_sc − δ_rc a_d† a_s + δ_sc a_d† a_r + a_c† a_s a_r a_d†.

Each of the last three terms begins with a virtual creator. It can be moved left past a_p† a_q†, where it meets ⟨Φ| and gives zero. What remains is the occupied factor. Moving a_j and a_i to the left in the same way,

⟨Φ, a_p† a_q† a_j a_i Φ⟩ = δ_pi δ_qj − δ_pj δ_qi.

The whole string therefore has the value

(δ_pi δ_qj − δ_pj δ_qi)(δ_rc δ_sd − δ_rd δ_sc),

whose four products are the full contractions in Wick's theorem that do not vanish identically. They are obtained here by direct anticommutation of this one string, without a general contraction theorem.

In the proof, `nc` moves annihilators right past creators, `cn` does the reverse, and `cc` exchanges two creators. The vanishing terms are handled by `vir`, and `occ` is the occupied factor.

```lean
/-- The expectation value of the eight-operator string, with `i`, `j` occupied and `c`, `d` virtual,
as a product of two antisymmetrised pairs of Kronecker deltas. -/
theorem wick_doubles {O : Finset ι} {i j c d : ι} (hi : i ∈ O) (hj : j ∈ O)
    (hc : c ∉ O) (hd : d ∉ O) (p q r s : ι) :
    expect O (cre p * cre q * ann s * ann r * (cre c * cre d * ann j * ann i)) =
      (delta p i * delta q j - delta p j * delta q i) *
        (delta r c * delta s d - delta r d * delta s c) := by
  have nc : ∀ (x y : ι) (M : Op ι),
      ann x * (cre y * M) = delta x y • M - cre y * (ann x * M) := by
    intro x y M
    rw [eq_sub_iff_add_eq, ← mul_assoc, ← mul_assoc, ← add_mul, ann_cre, smul_mul_assoc,
      one_mul]
  have cn : ∀ (y x : ι) (M : Op ι),
      cre y * (ann x * M) = delta y x • M - ann x * (cre y * M) := by
    intro y x M
    have e : delta y x = delta x y := if_congr eq_comm rfl rfl
    rw [e, nc, sub_sub_cancel]
  have cc : ∀ (x y : ι) (M : Op ι), cre x * (cre y * M) = -(cre y * (cre x * M)) := by
    intro x y M
    rw [← mul_assoc, ← mul_assoc, ← neg_mul, eq_neg_of_add_eq_zero_left (anticomm x y).2]
  -- a virtual creator can be moved to the left, where it meets the determinant
  have vir : ∀ b, b ∉ O → ∀ M : Op ι, (cre p * (cre q * (cre b * M))) O O = 0 := by
    intro b hb M
    rw [cc q b, mul_neg, cc p b, neg_neg, cre_mul_apply, if_neg hb]
  -- contractions among the occupied orbitals
  have occ : (cre p * (cre q * (ann j * ann i))) O O =
      delta p i * delta q j - delta p j * delta q i := by
    have h : (cre p * (cre q * (ann j * (ann i * (1 : Op ι))))) O O =
        delta p i * delta q j - delta p j * delta q i := by
      simp only [cn, mul_sub, mul_smul_comm]
      simp only [Matrix.sub_apply, Matrix.smul_apply, ann_mul_apply, hi, hj, if_true,
        Matrix.one_apply_eq, smul_eq_mul]
      ring
    simpa only [mul_one] using h
  rw [expect_eq]
  simp only [mul_assoc, nc, mul_sub, mul_smul_comm]
  simp only [Matrix.sub_apply, Matrix.smul_apply, vir c hc, vir d hd, occ, smul_eq_mul]
  ring
```

## Antisymmetry cancels the prefactor

For an antisymmetric array f,

Σ_rs f_rs (δ_rx δ_sy − δ_ry δ_sx) = f_xy − f_yx = 2 f_xy.

```lean
/-- Summing an antisymmetric array against an antisymmetrised pair of contractions gives
twice the selected entry. -/
theorem sum_antisymm (f : ι → ι → ℂ) (hf : ∀ x y, f y x = -f x y) (x y : ι) :
    ∑ r, ∑ s, f r s * (delta r x * delta s y - delta r y * delta s x) = 2 * f x y := by
  have h : ∀ x y, ∑ r, ∑ s, f r s * (delta r x * delta s y) = f x y := by
    intro x y
    rw [Finset.sum_eq_single x, Finset.sum_eq_single y] <;> simp +contextual [delta]
  simp only [mul_sub, Finset.sum_sub_distrib, h]
  rw [hf x y]
  ring
```

Now assume v_qprs = −v_pqrs and v_pqsr = −v_pqrs, the hypotheses `h1` and `h2`. They express the exchange antisymmetry of fermion pairs, which the antisymmetrised integrals satisfy. Summing first over r, s and then over p, q gives

⟨Φ, V a_c† a_d† a_j a_i Φ⟩ = ¼ · 2 · 2 · v_ijcd = v_ijcd.

The `calc` block makes these two sums in that order. If i = j or c = d, both sides are zero.

```lean
/-- For pair-antisymmetric v, the matrix element of V between a determinant and its double
excitation from `i`, `j` to `c`, `d` is v_ijcd. -/
theorem twoBody_double_excitation {O : Finset ι} {v : ι → ι → ι → ι → ℂ}
    (h1 : ∀ p q r s, v q p r s = -v p q r s) (h2 : ∀ p q r s, v p q s r = -v p q r s)
    {i j c d : ι} (hi : i ∈ O) (hj : j ∈ O) (hc : c ∉ O) (hd : d ∉ O) :
    expect O (twoBody v * (cre c * cre d * ann j * ann i)) = v i j c d := by
  have w := wick_doubles hi hj hc hd
  simp only [expect_eq] at w
  rw [expect_eq]
  simp only [twoBody, smul_mul_assoc, Finset.sum_mul, Matrix.smul_apply, Matrix.sum_apply,
    smul_eq_mul, w]
  calc _ = (1 / 4 : ℂ) * ∑ p, ∑ q,
        (∑ r, ∑ s, v p q r s * (delta r c * delta s d - delta r d * delta s c)) *
          (delta p i * delta q j - delta p j * delta q i) := by
        congr 1
        simp only [Finset.sum_mul]
        refine Finset.sum_congr rfl fun p _ => Finset.sum_congr rfl fun q _ =>
          Finset.sum_congr rfl fun r _ => Finset.sum_congr rfl fun s _ => ?_
        ring
    _ = (1 / 4 : ℂ) * ∑ p, ∑ q, (2 * v p q c d) *
          (delta p i * delta q j - delta p j * delta q i) := by
        simp only [fun p q => sum_antisymm (v p q) (h2 p q) c d]
    _ = v i j c d := by
        have h := sum_antisymm (fun p q => 2 * v p q c d)
          (fun p q => by rw [h1 p q c d]; ring) i j
        beta_reduce at h
        rw [h]
        ring
```

## The energy expression

By linearity, inserting T multiplies each such matrix element by ¼ t_cdij:

⟨Φ, V T Φ⟩ = ¼ Σ_cdij v_ijcd t_cdij.

In Lean, `doubles_energy` states this for every finite ordered orbital set, every `O`, every `t` and every `v` satisfying `h1` and `h2`. Neither Hermiticity of V nor a Hartree–Fock condition on Φ is assumed. The proof expands the sums and applies the preceding matrix element term by term, using the membership conditions on i, j, c and d.

In a finite spin-orbital basis, this is the correlation energy of coupled-cluster doubles, the part added to the expectation value of the Hamiltonian in Φ, once t solves the amplitude equations; the theorem takes t as given and says nothing about those equations.

```lean
/-- For pair-antisymmetric v, ⟨Φ, V T Φ⟩ = ¼ Σ v_ijcd t_cdij, summed over occupied `i`, `j` and
virtual `c`, `d`. -/
theorem doubles_energy (O : Finset ι) (v t : ι → ι → ι → ι → ℂ)
    (h1 : ∀ p q r s, v q p r s = -v p q r s) (h2 : ∀ p q r s, v p q s r = -v p q r s) :
    expect O (twoBody v * doubles O t) =
      1 / 4 * ∑ c ∈ Oᶜ, ∑ d ∈ Oᶜ, ∑ i ∈ O, ∑ j ∈ O, v i j c d * t c d i j := by
  rw [expect_eq]
  simp only [doubles, mul_smul_comm, Finset.mul_sum, Matrix.smul_apply, Matrix.sum_apply,
    smul_eq_mul]
  refine Finset.sum_congr rfl fun c hc => Finset.sum_congr rfl fun d hd =>
    Finset.sum_congr rfl fun i hi => Finset.sum_congr rfl fun j hj => ?_
  -- each double excitation contributes one interaction matrix element
  have h := twoBody_double_excitation h1 h2 hi hj (Finset.mem_compl.1 hc)
    (Finset.mem_compl.1 hd)
  rw [expect_eq] at h
  rw [h]
  ring

end

end WickDoublesEnergy
```

```lean
#print axioms WickDoublesEnergy.doubles_energy
```

```
'WickDoublesEnergy.doubles_energy' depends on axioms: [propext, Classical.choice, Quot.sound]
```
